# At a fixed electronegativity level, Jacobi iteration finds the equalised charges when each hardness exceeds its summed coupling strengths

When electronegativities depend linearly on the atomic charges, the charges that bring every atom of a molecule to a prescribed electronegativity level can be found by Jacobi iteration from any starting guess, provided that each atom's hardness exceeds the summed magnitudes of its couplings to all others. Under this condition the equalised charges exist and are unique, and the error shrinks geometrically. If the hardness matrix is also symmetric, these charges are the strict minimum of the charge energy at that level.

Some simulations with fluctuating-charge force fields solve linear equations of this kind; the result concerns one such solve, for finitely many sites, with the matrix and the level held fixed.

## Equalisation, the update and the energy

Site $i$ has net charge $q_i$, electronegativity $\chi_i$ when all charges vanish, and hardness $J_{ii}$. The coupling $J_{ij}$ gives the effect of charge $j$ on the electronegativity of site $i$. The sites form a finite set `n`, and a set of charges is a function `n → ℝ`.

```lean
import Mathlib

open Matrix Filter Topology

namespace JacobiChargeEquilibration

noncomputable section

variable {n : Type*} [Fintype n] [DecidableEq n]
```

The condition on the matrix is

$$J_{ii} > \sum_{j\ne i} |J_{ij}| \quad\text{for every } i .$$

Physically, a site resists its own charging more strongly than all other sites together can influence it when their charges are no larger in magnitude. This is a strong restriction: Coulomb couplings between bonded atoms can be comparable to the hardnesses, and unscreened ones decay slowly with distance, so even small molecules can violate the condition. In Lean, `Finset.univ.erase i` is the set of all sites except $i$. Symmetry is not part of `Dominant`.

```lean
/-- The hardness of each site exceeds the summed magnitudes of its couplings to all others. -/
def Dominant (J : Matrix n n ℝ) : Prop :=
  ∀ i, ∑ j ∈ Finset.univ.erase i, |J i j| < J i i
```

Equalisation means $\chi_i + (Jq)_i = \mu$ at every site. Here $\mu$ is the common electronegativity; the electronic chemical potential, for which many textbooks use the same letter, has the opposite sign. The product $Jq$ is written `J *ᵥ q`.

```lean
/-- The charges `q` bring every site to the common electronegativity level `mu`. -/
def Equalised (J : Matrix n n ℝ) (chi : n → ℝ) (mu : ℝ) (q : n → ℝ) : Prop :=
  ∀ i, chi i + (J *ᵥ q) i = mu
```

Solving the equation of site $i$ for $q_i$, with the other charges frozen, gives the Jacobi update $T$:

$$(Tq)_i = \frac{\mu-\chi_i-\sum_{j\ne i}J_{ij}q_j}{J_{ii}} .$$

All sites are updated simultaneously from the old charges.

```lean
/-- One Jacobi update: each site solves its own equation with the other charges frozen.
The domain is matrices `J` with nonzero diagonal. -/
def jacobiStep (J : Matrix n n ℝ) (chi : n → ℝ) (mu : ℝ) (q : n → ℝ) : n → ℝ :=
  fun i => (mu - chi i - ∑ j ∈ Finset.univ.erase i, J i j * q j) / J i i
```

The error bound uses the factor

$$r = \max_i \frac{\sum_{j\ne i}|J_{ij}|}{J_{ii}} .$$

The norm that Lean puts on `n → ℝ` is the largest magnitude among the components, so `rate` is this $r$ when the diagonal is positive. For an empty set of sites it is zero.

```lean
/-- The largest magnitude, over the sites, of the ratio of summed coupling strengths to hardness.
The domain is matrices `J` with nonzero diagonal. -/
def rate (J : Matrix n n ℝ) : ℝ :=
  ‖fun i => (∑ j ∈ Finset.univ.erase i, |J i j|) / J i i‖
```

The energy at fixed level is

$$E(q)=\sum_i(\chi_i-\mu)q_i+\tfrac12\,q^{T}Jq .$$

Thus $J_{ii}$ is the full second derivative with respect to $q_i$; some texts call half of it the hardness. The superscript $T$ denotes the transpose, not the update. The dot product is written `⬝ᵥ`.

```lean
/-- The charge energy at fixed electronegativity level `mu`: a linear term in `chi - mu`
plus half the quadratic form of `J`. -/
def energy (J : Matrix n n ℝ) (chi : n → ℝ) (mu : ℝ) (q : n → ℝ) : ℝ :=
  ∑ i, (chi i - mu) * q i + (q ⬝ᵥ J *ᵥ q) / 2
```

A molecular calculation usually prescribes the total charge and leaves $\mu$ to be determined. Passing from the fixed level used here to that constraint is a separate step.

## Unchanged charges are equalised charges

Separate the site's own term from the rest:

$$(Jq)_i = J_{ii}q_i+\sum_{j\ne i}J_{ij}q_j .$$

```lean
/-- The contribution of the charges to a site's electronegativity is its own hardness term plus the
coupling terms from all other sites. -/
theorem row_split (J : Matrix n n ℝ) (q : n → ℝ) (i : n) :
    (J *ᵥ q) i = J i i * q i + ∑ j ∈ Finset.univ.erase i, J i j * q j :=
  (Finset.add_sum_erase Finset.univ (fun j => J i j * q j) (Finset.mem_univ i)).symm
```

If $J_{ii}\ne0$, multiplying $(Tq)_i=q_i$ by $J_{ii}$ gives

$$\mu-\chi_i-\sum_{j\ne i}J_{ij}q_j=J_{ii}q_i,$$

which is $\chi_i+(Jq)_i=\mu$ rearranged. The proof does this site by site: `div_eq_iff` clears the denominator and `linear_combination` rearranges in both directions.

```lean
/-- If all diagonal hardnesses are nonzero, the charges left unchanged by the Jacobi update
are exactly the equalised ones. -/
theorem fixed_iff_equalised {J : Matrix n n ℝ} (hJ : ∀ i, J i i ≠ 0)
    (chi : n → ℝ) (mu : ℝ) (q : n → ℝ) :
    jacobiStep J chi mu q = q ↔ Equalised J chi mu q := by
  unfold Equalised
  rw [funext_iff]
  refine forall_congr' fun i => ?_
  rw [row_split]
  simp only [jacobiStep]
  rw [div_eq_iff (hJ i)]
  constructor <;> intro h <;> linear_combination -h
```

Dominance supplies the nonzero diagonal, since $J_{ii}>\sum_{j\ne i}|J_{ij}|\ge0$.

```lean
/-- A dominant hardness matrix has positive diagonal entries. -/
theorem Dominant.diag_pos {J : Matrix n n ℝ} (h : Dominant J) (i : n) : 0 < J i i :=
  (Finset.sum_nonneg fun _ _ => abs_nonneg _).trans_lt (h i)
```

## Each update shrinks the largest error

Each ratio in the definition of $r$ is below one by dominance, and there are finitely many of them, so $r<1$. For two sets of charges $q$ and $p$, the terms in $\mu$ and $\chi_i$ cancel:

$$(Tq-Tp)_i=-\frac1{J_{ii}}\sum_{j\ne i}J_{ij}(q_j-p_j).$$

Write $\|x\|=\max_i|x_i|$. The triangle inequality and $|q_j-p_j|\le\|q-p\|$ give

$$|(Tq-Tp)_i|\le\frac{\sum_{j\ne i}|J_{ij}|}{J_{ii}}\,\|q-p\|\le r\,\|q-p\| .$$

The maximum over $i$ gives $\|Tq-Tp\|\le r\|q-p\|$. In the proof, `e` is the cancellation, `hsum` the triangle inequality and `hrate` the comparison of one site's ratio with the largest; the final `calc` joins them.

```lean
/-- For a dominant hardness matrix, `rate J` is below one and each Jacobi update shrinks
the largest difference between two sets of charges at least by this factor. -/
theorem jacobi_contracts {J : Matrix n n ℝ} (h : Dominant J) (chi : n → ℝ) (mu : ℝ) :
    rate J < 1 ∧ ∀ q p : n → ℝ,
      ‖jacobiStep J chi mu q - jacobiStep J chi mu p‖ ≤ rate J * ‖q - p‖ := by
  constructor
  · refine (pi_norm_lt_iff one_pos).2 fun i => ?_
    have hs : 0 ≤ ∑ j ∈ Finset.univ.erase i, |J i j| :=
      Finset.sum_nonneg fun _ _ => abs_nonneg _
    rw [Real.norm_eq_abs, abs_of_nonneg (div_nonneg hs (h.diag_pos i).le),
      div_lt_one (h.diag_pos i)]
    exact h i
  · intro q p
    have hr : 0 ≤ rate J := norm_nonneg _
    refine (pi_norm_le_iff_of_nonneg (mul_nonneg hr (norm_nonneg _))).2 fun i => ?_
    have hd := h.diag_pos i
    -- the site terms cancel; only the coupling to the other charges remains
    have e : (jacobiStep J chi mu q - jacobiStep J chi mu p) i
        = -(∑ j ∈ Finset.univ.erase i, J i j * (q j - p j)) / J i i := by
      simp only [Pi.sub_apply, jacobiStep, mul_sub, Finset.sum_sub_distrib]
      ring
    have hsum : |∑ j ∈ Finset.univ.erase i, J i j * (q j - p j)|
        ≤ (∑ j ∈ Finset.univ.erase i, |J i j|) * ‖q - p‖ := by
      rw [Finset.sum_mul]
      refine (Finset.abs_sum_le_sum_abs _ _).trans (Finset.sum_le_sum fun j _ => ?_)
      rw [abs_mul]
      exact mul_le_mul_of_nonneg_left (norm_le_pi_norm (q - p) j) (abs_nonneg _)
    have hrate : (∑ j ∈ Finset.univ.erase i, |J i j|) / J i i ≤ rate J :=
      (le_abs_self _).trans
        (norm_le_pi_norm (fun i => (∑ j ∈ Finset.univ.erase i, |J i j|) / J i i) i)
    rw [e, Real.norm_eq_abs, abs_div, abs_neg, abs_of_pos hd]
    calc _ ≤ (∑ j ∈ Finset.univ.erase i, |J i j|) * ‖q - p‖ / J i i := by gcongr
      _ = (∑ j ∈ Finset.univ.erase i, |J i j|) / J i i * ‖q - p‖ := by ring
      _ ≤ _ := mul_le_mul_of_nonneg_right hrate (norm_nonneg _)
```

## Convergence from every start

Let $q^{(k)}=T^kq^{(0)}$. Repeated contraction gives

$$\|q^{(k+1)}-q^{(k)}\|\le r^k\|q^{(1)}-q^{(0)}\| .$$

The right-hand sides have a finite sum because $r<1$, so the iterates form a Cauchy sequence and have a limit $q$. Since $T$ is continuous, $Tq=q$, and $q$ is equalised. If $p$ is also equalised, then $\|p-q\|=\|Tp-Tq\|\le r\|p-q\|$, which forces $p=q$. The limit is therefore the same for every start.

This is Banach's fixed-point argument, which Mathlib provides for maps satisfying `ContractingWith` on a nonempty complete metric space, such as `n → ℝ`. The proof packages $r$ as a nonnegative real `K`, verifies the contraction, and translates fixed points into equalised charges. In the statement, `^[k]` means $k$ successive updates, and `Tendsto … (𝓝 q)` is convergence of the whole charge vector to $q$.

```lean
/-- For a dominant hardness matrix there is exactly one set of equalised charges at level `mu`,
and the Jacobi iteration converges to it from every start. -/
theorem jacobi_converges {J : Matrix n n ℝ} (h : Dominant J) (chi : n → ℝ) (mu : ℝ) :
    ∃ q, Equalised J chi mu q ∧ (∀ p, Equalised J chi mu p → p = q) ∧
      ∀ q0, Tendsto (fun k => (jacobiStep J chi mu)^[k] q0) atTop (𝓝 q) := by
  obtain ⟨hlt, hle⟩ := jacobi_contracts h chi mu
  obtain ⟨K, hK⟩ : ∃ K : NNReal, (K : ℝ) = rate J := ⟨⟨rate J, norm_nonneg _⟩, rfl⟩
  have hc : ContractingWith K (jacobiStep J chi mu) := by
    refine ⟨?_, LipschitzWith.of_dist_le_mul fun q p => ?_⟩
    · rw [← NNReal.coe_lt_coe, hK, NNReal.coe_one]
      exact hlt
    · rw [dist_eq_norm, dist_eq_norm, hK]
      exact hle q p
  have hfix := fixed_iff_equalised (fun i => (h.diag_pos i).ne') chi mu
  -- Banach's fixed point is the equalised charge vector
  exact ⟨ContractingWith.fixedPoint _ hc, (hfix _).1 hc.fixedPoint_isFixedPt,
    fun p hp => hc.fixedPoint_unique ((hfix p).2 hp), hc.tendsto_iterate_fixedPoint⟩
```

A bound on the error after $k$ updates follows by induction. At $k=0$ the bound is an equality, and if it holds at $k$, then

$$\|q^{(k+1)}-q\|=\|Tq^{(k)}-Tq\|\le r\|q^{(k)}-q\|\le r^{k+1}\|q^{(0)}-q\| .$$

```lean
/-- For a dominant hardness matrix, the largest charge error after `k` Jacobi updates is at most
the initial one times the `k`-th power of `rate J`. -/
theorem jacobi_error_bound {J : Matrix n n ℝ} (h : Dominant J) {chi : n → ℝ} {mu : ℝ}
    {q : n → ℝ} (hq : Equalised J chi mu q) (q0 : n → ℝ) (k : ℕ) :
    ‖(jacobiStep J chi mu)^[k] q0 - q‖ ≤ rate J ^ k * ‖q0 - q‖ := by
  have hfix := (fixed_iff_equalised (fun i => (h.diag_pos i).ne') chi mu q).2 hq
  induction k with
  | zero => simp
  | succ k ih =>
    rw [Function.iterate_succ_apply']
    calc _ = ‖jacobiStep J chi mu ((jacobiStep J chi mu)^[k] q0) - jacobiStep J chi mu q‖ := by
          rw [hfix]
      _ ≤ rate J * ‖(jacobiStep J chi mu)^[k] q0 - q‖ := (jacobi_contracts h chi mu).2 _ _
      _ ≤ rate J * (rate J ^ k * ‖q0 - q‖) := mul_le_mul_of_nonneg_left ih (norm_nonneg _)
      _ = _ := by ring
```

## Symmetry turns the solution into an energy minimum

From here $J$ is symmetric, which enters as `J.IsSymm`. For real $a,b$ one has $ab\ge-\tfrac12(a^2+b^2)$ and $-ab\ge-\tfrac12(a^2+b^2)$, so

$$J_{ij}x_ix_j\ge-\tfrac12|J_{ij}|(x_i^2+x_j^2).$$

Sum over all pairs $i\ne j$. Because $|J_{ij}|=|J_{ji}|$, the terms in $x_j^2$ have the same total as those in $x_i^2$, and

$$x^{T}Jx\ge\sum_i\Big(J_{ii}-\sum_{j\ne i}|J_{ij}|\Big)x_i^2 .$$

Every bracket is positive, so the right side is positive when some $x_i\ne0$. The exchange of indices is `swap`, the estimate for one row is `hle`, and the summed inequality is `bound`.

```lean
/-- A symmetric dominant hardness matrix gives every nonzero charge vector a positive
quadratic energy. -/
theorem quadratic_pos {J : Matrix n n ℝ} (hs : J.IsSymm) (h : Dominant J)
    {x : n → ℝ} (hx : x ≠ 0) : 0 < x ⬝ᵥ J *ᵥ x := by
  have swap : ∑ i, ∑ j ∈ Finset.univ.erase i, |J i j| * x j ^ 2
      = ∑ i, ∑ j ∈ Finset.univ.erase i, |J i j| * x i ^ 2 := by
    rw [Finset.sum_comm' (s' := fun j => Finset.univ.erase j) (t' := Finset.univ) (by
      intro i j
      simp only [Finset.mem_univ, Finset.mem_erase, true_and, and_true]
      exact ne_comm)]
    refine Finset.sum_congr rfl fun i _ => Finset.sum_congr rfl fun j _ => ?_
    rw [hs.apply i j]
  -- each coupling term is at least minus `|J i j|` times the mean of the two squared charges
  have hle : ∀ i, J i i * x i ^ 2 - 1 / 2 * ∑ j ∈ Finset.univ.erase i, |J i j| * x i ^ 2
      - 1 / 2 * ∑ j ∈ Finset.univ.erase i, |J i j| * x j ^ 2 ≤ x i * (J *ᵥ x) i := by
    intro i
    have hc : -(1 / 2 * ∑ j ∈ Finset.univ.erase i, |J i j| * x i ^ 2
        + 1 / 2 * ∑ j ∈ Finset.univ.erase i, |J i j| * x j ^ 2)
        ≤ x i * ∑ j ∈ Finset.univ.erase i, J i j * x j := by
      rw [Finset.mul_sum, Finset.mul_sum, Finset.mul_sum, ← Finset.sum_add_distrib,
        ← Finset.sum_neg_distrib]
      refine Finset.sum_le_sum fun j _ => ?_
      have h1 : 0 ≤ |J i j| + J i j := by linarith [neg_abs_le (J i j)]
      have h2 : 0 ≤ |J i j| - J i j := by linarith [le_abs_self (J i j)]
      nlinarith [mul_nonneg h1 (sq_nonneg (x i + x j)), mul_nonneg h2 (sq_nonneg (x i - x j))]
    rw [row_split]
    linarith
  have bound : ∑ i, (J i i - ∑ j ∈ Finset.univ.erase i, |J i j|) * x i ^ 2
      ≤ ∑ i, x i * (J *ᵥ x) i := by
    have hsum := Finset.sum_le_sum fun i (_ : i ∈ Finset.univ) => hle i
    simp only [Finset.sum_sub_distrib, ← Finset.mul_sum] at hsum
    rw [swap] at hsum
    simp only [sub_mul, Finset.sum_mul, Finset.sum_sub_distrib]
    linarith
  obtain ⟨i, hi⟩ := Function.ne_iff.1 hx
  have hi' : x i ≠ 0 := hi
  refine lt_of_lt_of_le (Finset.sum_pos'
    (fun i _ => mul_nonneg (sub_nonneg.2 (h i).le) (sq_nonneg _))
    ⟨i, Finset.mem_univ i, mul_pos (sub_pos.2 (h i)) (by positivity)⟩) bound
```

Let $q$ be equalised and $p=q+d$ with $d\ne0$. Expanding the energy and using symmetry for the cross terms,

$$E(p)-E(q)=\sum_i(\chi_i-\mu)d_i+d^{T}Jq+\tfrac12d^{T}Jd .$$

Since $(Jq)_i=\mu-\chi_i$, the first two terms cancel. What remains is $\tfrac12d^{T}Jd>0$. In Lean, `lin` inserts the equalisation condition, `sym` identifies the cross terms, and `pos` is the positivity just shown, applied to $p-q$.

```lean
/-- For a symmetric dominant hardness matrix, the equalised charges have strictly lower energy
at fixed `mu` than any other charges. -/
theorem equalised_minimises {J : Matrix n n ℝ} (hs : J.IsSymm) (h : Dominant J)
    {chi : n → ℝ} {mu : ℝ} {q p : n → ℝ} (hq : Equalised J chi mu q) (hne : p ≠ q) :
    energy J chi mu q < energy J chi mu p := by
  have lin : ∀ r : n → ℝ, r ⬝ᵥ J *ᵥ q = -∑ i, (chi i - mu) * r i := by
    intro r
    rw [← Finset.sum_neg_distrib]
    refine Finset.sum_congr rfl fun i _ => ?_
    rw [show (J *ᵥ q) i = mu - chi i by linarith [hq i]]
    ring
  have sym : q ⬝ᵥ J *ᵥ p = p ⬝ᵥ J *ᵥ q := by
    rw [Matrix.dotProduct_mulVec, ← Matrix.mulVec_transpose, hs.eq, dotProduct_comm]
  -- the energy difference is half the quadratic form of the displacement
  have pos := quadratic_pos hs h (sub_ne_zero.2 hne)
  rw [Matrix.mulVec_sub, sub_dotProduct, dotProduct_sub, dotProduct_sub] at pos
  unfold energy
  linarith [lin p, lin q]
```

## Three sites at the edge of dominance

With one site, $r=0$ and a single update gives the exact charge $(\mu-\chi)/J$. With two sites of hardness $a,b>0$ and mutual coupling $c$, ordinary algebra shows that two updates multiply each error by $c^2/(ab)$. This is below one exactly when the matrix is positive definite, so for two sites with a positive definite matrix the iteration converges even without dominance.

Three sites can behave differently. Take unit hardnesses and couplings of one half:

```lean
/-- Three equivalent sites with unit hardness and mutual coupling one half. -/
def triangleJ : Matrix (Fin 3) (Fin 3) ℝ :=
  !![1, 1/2, 1/2; 1/2, 1, 1/2; 1/2, 1/2, 1]
```

Each row satisfies $\tfrac12+\tfrac12=1$, so dominance holds only with equality. The matrix is nevertheless positive definite, because

$$x^{T}Jx=\tfrac12\big[(x_0+x_1+x_2)^2+x_0^2+x_1^2+x_2^2\big],$$

which vanishes only for $x=0$. With $\chi=0$ and $\mu=0$, the equalised charges are all zero. The update replaces each charge by minus the mean of the other two, so the start $(1,1,1)$ goes to $(-1,-1,-1)$ and back. After $k$ updates every charge is $(-1)^k$, and the iteration never settles. Strict dominance therefore can't be weakened to equality in the convergence theorem, even for positive definite matrices.

The three parts of the proof verify the sum of squares, the row sums and, by induction on $k$, the alternation.

```lean
/-- For `triangleJ` the quadratic energy is positive definite and the dominance condition holds
with equality, yet with `chi = 0` and `mu = 0` the Jacobi iterates from unit charges alternate
between plus and minus one. -/
theorem strict_dominance_sharp :
    (∀ x : Fin 3 → ℝ, x ≠ 0 → 0 < x ⬝ᵥ triangleJ *ᵥ x) ∧
    (∀ i, ∑ j ∈ Finset.univ.erase i, |triangleJ i j| = triangleJ i i) ∧
    ∀ k : ℕ, (jacobiStep triangleJ 0 0)^[k] (fun _ => 1) = fun _ => (-1) ^ k := by
  refine ⟨fun x hx => ?_, fun i => ?_, fun k => ?_⟩
  · have e : x ⬝ᵥ triangleJ *ᵥ x
        = ((x 0 + x 1 + x 2) ^ 2 + x 0 ^ 2 + x 1 ^ 2 + x 2 ^ 2) / 2 := by
      simp [triangleJ, Matrix.mulVec, dotProduct, Fin.sum_univ_three]
      ring
    rw [e]
    by_contra hn
    have hs := sq_nonneg (x 0 + x 1 + x 2)
    have a0 := sq_nonneg (x 0)
    have a1 := sq_nonneg (x 1)
    have a2 := sq_nonneg (x 2)
    have h0 : x 0 = 0 := (pow_eq_zero_iff two_ne_zero).1 (by linarith)
    have h1 : x 1 = 0 := (pow_eq_zero_iff two_ne_zero).1 (by linarith)
    have h2 : x 2 = 0 := (pow_eq_zero_iff two_ne_zero).1 (by linarith)
    apply hx
    ext i
    fin_cases i
    exacts [h0, h1, h2]
  · rw [Finset.sum_erase_eq_sub (Finset.mem_univ i)]
    fin_cases i <;> simp [triangleJ, Fin.sum_univ_three] <;> norm_num
  · induction k with
    | zero => simp
    | succ k ih =>
      rw [Function.iterate_succ_apply', ih]
      ext i
      simp only [jacobiStep]
      rw [Finset.sum_erase_eq_sub (Finset.mem_univ i)]
      fin_cases i <;> simp [triangleJ, Fin.sum_univ_three] <;> ring

end

end JacobiChargeEquilibration
```

```lean
#print axioms JacobiChargeEquilibration.jacobi_converges
#print axioms JacobiChargeEquilibration.jacobi_error_bound
#print axioms JacobiChargeEquilibration.equalised_minimises
#print axioms JacobiChargeEquilibration.strict_dominance_sharp
```

```
'JacobiChargeEquilibration.jacobi_converges' depends on axioms: [propext, Classical.choice, Quot.sound]
'JacobiChargeEquilibration.jacobi_error_bound' depends on axioms: [propext, Classical.choice, Quot.sound]
'JacobiChargeEquilibration.equalised_minimises' depends on axioms: [propext, Classical.choice, Quot.sound]
'JacobiChargeEquilibration.strict_dominance_sharp' depends on axioms: [propext, Classical.choice, Quot.sound]
```
